# For a Hermitian matrix, the Sternheimer equation and the sum over higher states give the same projected eigenvector derivative

A slowly varying electric field acts on an insulator and mixes conduction states into each valence state. With $k$ measured along the field's wavevector, which has small length $q$, the mixing involves the overlap between the cell-periodic parts of a conduction state at $k$ and of the valence state at $k+q$, which is $q\,\langle c,u'\rangle$ to first order. Here $c$ is the periodic part of the conduction state, $u(k)$ that of the valence state, and $u'$ the derivative of $u$ with respect to $k$. These overlaps enter the head and wings of the dielectric matrix, from which local-field effects are computed.

The projection of $u'$ onto the conduction states contains all of them, and it can be obtained from a sum over empty states or from a linear equation. The equation needs no such sum if the projector onto the empty states is computed as the identity minus the projector onto the occupied states. Let $H(k)u(k)=e(k)u(k)$ with $H$, $u$ and $e$ differentiable at $k_0$ and $H(k_0)$ Hermitian, and let $Q$ project onto chosen orthonormal eigenvectors $c$ of $H(k_0)$ with energies $E_c>e(k_0)$. Then $x=Qu'$ is the only vector in the range of $Q$ with
$$(H-e)x=-QH'u,\qquad\text{and}\qquad Qu'=\sum_{E_c>e}c\,\frac{\langle c,H'u\rangle}{e-E_c}.$$

The result concerns independent-particle states in a finite orthonormal basis that does not depend on $k$, such as a fixed set of plane waves for the periodic parts. The passage from this matrix to the continuum Hamiltonian is a separate step. Below, `n` indexes the basis functions and `ι` labels the chosen eigenvectors.

```lean
import Mathlib

open Matrix

namespace SternheimerSumOverStates

noncomputable section

variable {n ι : Type*} [Fintype n] [Fintype ι] [DecidableEq ι]
```

## A band state and the states above it

The band is described by the eigenvalue equation at every real $k$, with entrywise derivatives $H'$, $u'$ and $e'$ at $k_0$. Differentiability of $u$ requires a consistent choice of phase near $k_0$ and, if the level is degenerate there, of the state within the degenerate space. Separate diagonalisations at neighbouring $k$ do not in general supply this. The letter `e` is an energy, not a charge, and $u$ need not be normalised.

```lean
/-- A differentiable eigenpair: `H k u k = e k u k` with `e k` real for all `k` (`u k = 0` is
allowed), `H k0` is Hermitian, and `H'`, `u'`, `e'` are the derivatives at `k0`. -/
structure DiffEigenpair (H : ℝ → Matrix n n ℂ) (H' : Matrix n n ℂ) (u : ℝ → n → ℂ) (u' : n → ℂ)
    (e : ℝ → ℝ) (e' k0 : ℝ) : Prop where
  hermitian : (H k0).IsHermitian
  eigen : ∀ k, H k *ᵥ u k = (e k : ℂ) • u k
  dH : ∀ i j, HasDerivAt (fun k => H k i j) (H' i j) k0
  du : ∀ i, HasDerivAt (fun k => u k i) (u' i) k0
  de : HasDerivAt e e' k0
```

The other states satisfy $\langle c_a,c_b\rangle=\delta_{ab}$ and $H(k_0)c_a=E_ac_a$. Lean's `⬝ᵥ` does not conjugate, so $\langle a,b\rangle=\sum_i a_i^*b_i$ is written `star a ⬝ᵥ b`. The family may be incomplete. If it consists of all the conduction states of an insulator at $k_0$ and no others, $Q$ is the conduction projector even when other valence bands lie above $e$.

```lean
/-- An orthonormal family of eigenvectors `c a` of the matrix `A` with real energies `E a`. -/
structure EigenFamily (A : Matrix n n ℂ) (E : ι → ℝ) (c : ι → n → ℂ) : Prop where
  orth : ∀ a b, star (c a) ⬝ᵥ c b = if a = b then 1 else 0
  eigen : ∀ a, A *ᵥ c a = (E a : ℂ) • c a
```

The projector is $Q=\sum_{E_a>e}|c_a\rangle\langle c_a|$.

```lean
/-- The sum of the outer products `|c⟩⟨c|` over the states of the family with energy above `e`. -/
def projAbove (E : ι → ℝ) (c : ι → n → ℂ) (e : ℝ) : Matrix n n ℂ :=
  ∑ a with e < E a, vecMulVec (c a) (star (c a))
```

For any source vector $w$, the sum over states is
$$S(w)=\sum_{E_a>e}c_a\,\frac{\langle c_a,w\rangle}{e-E_a}.$$
Its denominators are negative.

```lean
/-- The sum over states with energy above `e` of `c ⟨c, w⟩ / (e - E_c)`; every denominator in the
sum is nonzero. -/
def sumOverStates (E : ι → ℝ) (c : ι → n → ℂ) (e : ℝ) (w : n → ℂ) : n → ℂ :=
  ∑ a with e < E a, ((star (c a) ⬝ᵥ w) / ((e : ℂ) - (E a : ℂ))) • c a
```

## Components along the higher states

An overlap is linear in its second argument: $w\cdot\sum_a f_ac_a=\sum_a f_a\,(w\cdot c_a)$.

```lean
omit [Fintype ι] [DecidableEq ι] in
/-- The dot product (without conjugation) with a linear combination of vectors is the combination of
the dot products. -/
theorem dot_combination (s : Finset ι) (f : ι → ℂ) (c : ι → n → ℂ) (w : n → ℂ) :
    w ⬝ᵥ (∑ a ∈ s, f a • c a) = ∑ a ∈ s, f a * (w ⬝ᵥ c a) := by
  simp only [dotProduct, Finset.sum_apply, Pi.smul_apply, smul_eq_mul, Finset.mul_sum]
  rw [Finset.sum_comm]
  exact Finset.sum_congr rfl fun a _ => Finset.sum_congr rfl fun j _ => by ring
```

Hence $Qv=\sum_{E_a>e}c_a\langle c_a,v\rangle$.

```lean
omit [DecidableEq ι] in
/-- The matrix `projAbove E c e` maps `v` to the sum of `⟨c, v⟩ c` over the vectors of the family
with energy above `e`. -/
theorem projAbove_mulVec (E : ι → ℝ) (c : ι → n → ℂ) (e : ℝ) (v : n → ℂ) :
    projAbove E c e *ᵥ v = ∑ a with e < E a, (star (c a) ⬝ᵥ v) • c a := by
  ext i
  simp only [projAbove, Matrix.mulVec, dotProduct, Matrix.sum_apply, vecMulVec_apply,
    Finset.sum_apply, Pi.smul_apply, smul_eq_mul, Finset.sum_mul]
  rw [Finset.sum_comm]
  exact Finset.sum_congr rfl fun a _ => Finset.sum_congr rfl fun j _ => by ring
```

A Hermitian matrix $A$ with $Ac=Ec$ and $E$ real can act to the left:
$$\langle c,Av\rangle=\langle Ac,v\rangle=E\langle c,v\rangle.$$
The proof conjugates the eigenvalue equation and uses $A^\dagger=A$.

```lean
/-- A Hermitian matrix acts to the left on its eigenvector: `⟨c, A v⟩ = E ⟨c, v⟩`. -/
theorem overlap_hermitian {A : Matrix n n ℂ} (hA : A.IsHermitian) {c : n → ℂ} {E : ℝ}
    (hc : A *ᵥ c = (E : ℂ) • c) (v : n → ℂ) :
    star c ⬝ᵥ (A *ᵥ v) = (E : ℂ) * (star c ⬝ᵥ v) := by
  have h := congrArg star hc
  rw [Matrix.star_mulVec, hA.eq] at h
  have h2 : star ((E : ℂ) • c) = (E : ℂ) • star c := by
    ext i
    simp
  rw [Matrix.dotProduct_mulVec, h, h2, smul_dotProduct, smul_eq_mul]
```

Orthonormality picks out one coefficient: $\langle c_b,\sum_{E_a>e}f_ac_a\rangle=f_b$ when $E_b>e$.

```lean
/-- In a combination of the orthonormal states above `e`, the overlap with one of these states
is its coefficient. -/
theorem overlap_combination {A : Matrix n n ℂ} {E : ι → ℝ} {c : ι → n → ℂ}
    (hc : EigenFamily A E c) {e : ℝ} {b : ι} (hb : e < E b) (f : ι → ℂ) :
    star (c b) ⬝ᵥ (∑ a with e < E a, f a • c a) = f b := by
  rw [dot_combination]
  simp [hc.orth, hb]
```

## Solving the Sternheimer equation for any source

Suppose $x=Qy$ solves $(A-e)x=-Qw$. Projecting on $c_a$ with $E_a>e$ gives
$$(E_a-e)\langle c_a,y\rangle=-\langle c_a,w\rangle,\qquad \langle c_a,y\rangle=\frac{\langle c_a,w\rangle}{e-E_a},$$
so $x=S(w)$. Conversely, $S(w)$ is a combination of the states above $e$, so $QS(w)=S(w)$, and
$$(A-e)S(w)=\sum_{E_a>e}(E_a-e)\frac{\langle c_a,w\rangle}{e-E_a}\,c_a=-Qw.$$

In the first half of the proof, `congrArg` takes the overlap with `c a`, and `eq_div_iff` divides by the nonzero gap. The second half checks the equation component by component.

```lean
/-- For a Hermitian matrix, any source `w` and the projector `Q` onto the states above `e` in an
orthonormal family of eigenvectors of the matrix, a vector in the range of `Q` solves
`(A - e) x = -Q w` exactly when it is the sum over states. -/
theorem sternheimer_iff {A : Matrix n n ℂ} (hA : A.IsHermitian) {E : ι → ℝ} {c : ι → n → ℂ}
    (hc : EigenFamily A E c) (e : ℝ) (w x : n → ℂ) :
    (x ∈ Set.range (projAbove E c e).mulVec ∧
      A *ᵥ x - (e : ℂ) • x = -(projAbove E c e *ᵥ w)) ↔ x = sumOverStates E c e w := by
  have gap : ∀ a, e < E a → (e : ℂ) - (E a : ℂ) ≠ 0 := fun a ha h =>
    ha.ne (Complex.ofReal_injective (sub_eq_zero.mp h))
  constructor
  · rintro ⟨⟨y, rfl⟩, hx⟩
    rw [projAbove_mulVec E c e y] at hx ⊢
    refine Finset.sum_congr rfl fun a ha => ?_
    have ha' : e < E a := (Finset.mem_filter.mp ha).2
    -- project the equation on the state `c a`
    have h := congrArg (fun v => star (c a) ⬝ᵥ v) hx
    rw [dotProduct_sub, dotProduct_smul, dotProduct_neg, overlap_hermitian hA (hc.eigen a),
      projAbove_mulVec, overlap_combination hc ha' (fun b => star (c b) ⬝ᵥ y),
      overlap_combination hc ha' (fun b => star (c b) ⬝ᵥ w), smul_eq_mul] at h
    congr 1
    rw [eq_div_iff (gap a ha')]
    linear_combination -h
  · rintro rfl
    constructor
    · refine ⟨sumOverStates E c e w, ?_⟩
      rw [projAbove_mulVec]
      refine Finset.sum_congr rfl fun a ha => ?_
      congr 1
      exact overlap_combination hc (Finset.mem_filter.mp ha).2
        (fun b => (star (c b) ⬝ᵥ w) / ((e : ℂ) - (E b : ℂ)))
    · -- check the equation component by component
      ext i
      have hi : ∀ f : ι → ℂ, (A *ᵥ (∑ a with e < E a, f a • c a)) i
          = ∑ a with e < E a, f a * (A *ᵥ c a) i := fun f => dot_combination _ f c (A i)
      rw [projAbove_mulVec, Pi.sub_apply, Pi.neg_apply, Pi.smul_apply, sumOverStates, hi]
      simp only [Finset.sum_apply, Pi.smul_apply, smul_eq_mul, Finset.mul_sum]
      rw [← Finset.sum_sub_distrib, ← Finset.sum_neg_distrib]
      refine Finset.sum_congr rfl fun a ha => ?_
      have hg := div_mul_cancel₀ (star (c a) ⬝ᵥ w) (gap a (Finset.mem_filter.mp ha).2)
      rw [hc.eigen a, Pi.smul_apply, smul_eq_mul]
      linear_combination (-(c a i)) * hg
```

## Differentiating the eigenvalue equation

The product rule at $k_0$ gives
$$H'u+Hu'=e'u+eu'.$$
Lean differentiates both sides of component $i$ and equates the results by uniqueness of the derivative.

```lean
variable {H : ℝ → Matrix n n ℂ} {H' : Matrix n n ℂ} {u : ℝ → n → ℂ} {u' : n → ℂ}
  {e : ℝ → ℝ} {e' k0 : ℝ}

/-- The differentiated eigenvalue equation: `H' u + H u' = e' u + e u'` at `k0`. -/
theorem eigen_deriv (h : DiffEigenpair H H' u u' e e' k0) :
    H' *ᵥ u k0 + H k0 *ᵥ u' = (e' : ℂ) • u k0 + (e k0 : ℂ) • u' := by
  ext i
  have hl : HasDerivAt (fun k => ∑ j, H k i j * u k j)
      (∑ j, (H' i j * u k0 j + H k0 i j * u' j)) k0 :=
    HasDerivAt.fun_sum fun j _ => (h.dH i j).fun_mul (h.du j)
  have hr : HasDerivAt (fun k => (e k : ℂ) * u k i)
      ((e' : ℂ) * u k0 i + (e k0 : ℂ) * u' i) k0 := h.de.ofReal_comp.fun_mul (h.du i)
  have heq : (fun k => ∑ j, H k i j * u k j) = fun k => (e k : ℂ) * u k i := by
    funext k
    exact congrFun (h.eigen k) i
  rw [heq] at hl
  have key := hl.unique hr
  rw [Finset.sum_add_distrib] at key
  exact key
```

For $E_c>e$, Hermiticity gives $e\langle c,u\rangle=\langle c,Hu\rangle=E_c\langle c,u\rangle$, hence $\langle c,u\rangle=0$. Projecting the differentiated equation on $c$ therefore removes the $e'$ term:
$$\langle c,H'u\rangle+E_c\langle c,u'\rangle=e\langle c,u'\rangle,\qquad \langle c,u'\rangle=\frac{\langle c,H'u\rangle}{e-E_c}.$$
These are the coefficients of $S(H'u)$, so $Qu'=S(H'u)$, which the code calls `hs`. The result for a general source, taken at $w=H'u$, then identifies the solution.

The theorem has two parts. The first says that a vector `x` lies in the range of $Q$ and solves the equation if and only if it is $Qu'$, which covers existence and uniqueness together. The second is the sum-over-states formula.

```lean
/-- Sternheimer equals sum over states: for a differentiable eigenpair and the projector `Q` onto
the states above `e` in an orthonormal family of eigenvectors of `H k0`, `Q u'` is the unique
solution in the range of `Q` of `(H - e) x = -Q H' u`, and it equals the sum over states of
`c ⟨c, H' u⟩ / (e - E_c)`. -/
theorem sternheimer_eq_sumOverStates (h : DiffEigenpair H H' u u' e e' k0)
    {E : ι → ℝ} {c : ι → n → ℂ} (hc : EigenFamily (H k0) E c) :
    (∀ x, (x ∈ Set.range (projAbove E c (e k0)).mulVec ∧
      H k0 *ᵥ x - (e k0 : ℂ) • x = -(projAbove E c (e k0) *ᵥ (H' *ᵥ u k0))) ↔
        x = projAbove E c (e k0) *ᵥ u') ∧
    projAbove E c (e k0) *ᵥ u' = sumOverStates E c (e k0) (H' *ᵥ u k0) := by
  have hs : projAbove E c (e k0) *ᵥ u' = sumOverStates E c (e k0) (H' *ᵥ u k0) := by
    rw [projAbove_mulVec]
    refine Finset.sum_congr rfl fun a ha => ?_
    have gap : (e k0 : ℂ) - (E a : ℂ) ≠ 0 := fun h0 =>
      (Finset.mem_filter.mp ha).2.ne (Complex.ofReal_injective (sub_eq_zero.mp h0))
    -- states of different energy are orthogonal
    have h0 := overlap_hermitian h.hermitian (hc.eigen a) (u k0)
    rw [h.eigen k0, dotProduct_smul, smul_eq_mul] at h0
    have hu : star (c a) ⬝ᵥ u k0 = 0 :=
      (mul_eq_zero.mp (by linear_combination h0 :
        ((e k0 : ℂ) - (E a : ℂ)) * (star (c a) ⬝ᵥ u k0) = 0)).resolve_left gap
    -- project the differentiated equation on `c a`
    have h1 := congrArg (fun v => star (c a) ⬝ᵥ v) (eigen_deriv h)
    rw [dotProduct_add, dotProduct_add, dotProduct_smul, dotProduct_smul, hu,
      overlap_hermitian h.hermitian (hc.eigen a), smul_eq_mul, smul_eq_mul] at h1
    congr 1
    rw [eq_div_iff gap]
    linear_combination -h1
  refine ⟨fun x => ?_, hs⟩
  rw [hs]
  exact sternheimer_iff h.hermitian hc (e k0) (H' *ᵥ u k0) x
```

## Without Hermiticity, and without the range condition

Real energies are not enough in place of Hermiticity. Take the constant matrix
$$H=\begin{pmatrix}0&1\\0&1\end{pmatrix},\qquad u(k)=(1+k)\begin{pmatrix}1\\0\end{pmatrix},\qquad e=0,$$
at $k_0=0$, with the single state $c=(1,1)/\sqrt2$ of energy 1. Since $H'=0$, the sum over states vanishes, but $Qu'=(1/2,1/2)$. The overlap $\langle c,u\rangle$ is no longer zero. This example is worked out in the text alone.

The range condition is what makes the solution unique. If $Av=\varepsilon v$ and $(A-\varepsilon)x=r$, then for every complex $z$
$$(A-\varepsilon)(x+zv)=r.$$
With $A=\mathrm{diag}(0,1)$, $\varepsilon=0$ and $r=(0,1)$, every vector $(z,1)$ is a solution. An iterative solver cannot detect such a component from the residual. For Hermitian $A$, applying the projector $Q$ onto states above $\varepsilon$ removes it.

```lean
/-- Adding any multiple of an eigenvector `v` of energy `ε` to a solution of `(A - ε) x = r`
gives another solution. -/
theorem add_eigenvector_solution {A : Matrix n n ℂ} {v x r : n → ℂ} {ε : ℂ}
    (hv : A *ᵥ v = ε • v) (hx : A *ᵥ x - ε • x = r) (z : ℂ) :
    A *ᵥ (x + z • v) - ε • (x + z • v) = r := by
  rw [Matrix.mulVec_add, Matrix.mulVec_smul, hv, ← hx]
  module
```

## A two-level band with a nonzero response

Consider
$$H(k)=\begin{pmatrix}k^2+k&-k\\-k&1+k\end{pmatrix},\qquad H(k)\begin{pmatrix}1\\k\end{pmatrix}=k\begin{pmatrix}1\\k\end{pmatrix}.$$

```lean
/-- A two-level Hamiltonian depending on a real parameter `k`. -/
def twoLevel (k : ℝ) : Matrix (Fin 2) (Fin 2) ℂ :=
  !![(k : ℂ) ^ 2 + k, -(k : ℂ); -(k : ℂ), 1 + (k : ℂ)]
```

At $k=0$ the energies are 0 and 1, $u=(1,0)$, $u'=(0,1)$ and $H'u=(1,-1)$. The upper state $c=(0,1)$ has coefficient $(-1)/(0-1)=1$, in agreement with $Qu'=(0,1)$. The normalised vector $(1,k)/\sqrt{1+k^2}$ has the same value and derivative at $k=0$. The theorem below confirms that this family meets all the hypotheses and that $Qu'=(0,1)$.

```lean
/-- The two-level Hamiltonian with eigenvector `(1, k)` and energy `k` meets the hypotheses at
`k = 0` with the standard basis as eigenvectors, and there `Q u' = u' = (0, 1)`. -/
theorem sternheimer_witness :
    DiffEigenpair twoLevel !![1, -1; -1, 1] (fun k => ![1, (k : ℂ)]) ![0, 1] (fun k => k) 1 0 ∧
    EigenFamily (twoLevel 0) ![0, 1] ![![1, 0], ![0, 1]] ∧
    projAbove ![0, 1] ![![1, 0], ![0, 1]] 0 *ᵥ ![0, 1] = (![0, 1] : Fin 2 → ℂ) := by
  have hk : HasDerivAt (fun k : ℝ => (k : ℂ)) 1 0 := by
    simpa using (hasDerivAt_id (0 : ℝ)).ofReal_comp
  refine ⟨⟨?_, ?_, ?_, ?_, hasDerivAt_id' 0⟩, ⟨?_, ?_⟩, ?_⟩
  · ext i j
    fin_cases i <;> fin_cases j <;> simp [twoLevel]
  · intro k
    ext i
    fin_cases i <;> simp [twoLevel, Matrix.mulVec, dotProduct, Fin.sum_univ_two] <;> ring
  · intro i j
    fin_cases i <;> fin_cases j
    · exact ((hk.fun_pow 2).fun_add hk).congr_deriv (by simp)
    · exact hk.fun_neg
    · exact hk.fun_neg
    · exact hk.const_add 1
  · intro i
    fin_cases i
    · exact hasDerivAt_const (0 : ℝ) (1 : ℂ)
    · exact hk
  · intro a b
    fin_cases a <;> fin_cases b <;> simp [dotProduct, Fin.sum_univ_two]
  · intro a
    ext i
    fin_cases a <;> fin_cases i <;>
      simp [twoLevel, Matrix.mulVec, dotProduct, Fin.sum_univ_two]
  · rw [projAbove_mulVec, Finset.sum_filter]
    ext i
    fin_cases i <;> simp [dotProduct, Fin.sum_univ_two]

end

end SternheimerSumOverStates
```

```lean
#print axioms SternheimerSumOverStates.sternheimer_eq_sumOverStates
#print axioms SternheimerSumOverStates.add_eigenvector_solution
```

```
'SternheimerSumOverStates.sternheimer_eq_sumOverStates' depends on axioms: [propext, Classical.choice, Quot.sound]
'SternheimerSumOverStates.add_eigenvector_solution' depends on axioms: [propext, Classical.choice, Quot.sound]
```
